# As hopping vanishes in the one-electron Hubbard dimer, both poles of one-shot GW on Hartree levels for adding an opposite-spin bonding electron go to U/2, while the exact poles go to 0 and U

Suppose I call a frequency a GW pole when the self-energy is finite there and the quasiparticle equation holds. Take a Hubbard dimer with site energy zero, hopping t > 0 and on-site repulsion U > 0, put one spin-up electron in the bonding orbital, and add a spin-down electron to the same orbital. As t → 0⁺, I expect exact addition energies 0 and U with equal weight, but one-shot GW built on Hartree levels seems to put both of its poles at U/2. Can this be made rigorous and machine-checked?

## Two GW roots squeezed onto U/2

Yes. With that definition of a pole, the GW side is a quadratic equation in the frequency w, once the self-energy is given in closed form.

Start with the exact side. The doubly occupied bonding and antibonding states have energies U/2 − 2t and U/2 + 2t and are coupled by U/2; parity and spin separate them from the other two-electron states. The initial electron has energy −t, so the Green's function is the bonding-bonding element of the resolvent at w − t:

G(w) = (w − 3t − U/2) / [(w − t − U/2)² − 4t² − U²/4]

With c = √(U² + 16t²), the denominator is (w − E₋)(w − E₊), where

E∓ = t + (U ∓ c)/2

The residue at E₋ is (−c/2 − 2t)/(−c) = (1 + 4t/c)/2, and the residue at E₊ is (1 − 4t/c)/2. As t → 0⁺, c → U, so the poles tend to 0 and U and both weights tend to 1/2.

In GW, the spin-down bonding level has Hartree energy U/2 − t. The spin-up electron screens through its bonding-to-antibonding transition, of energy 2t. The random-phase approximation (RPA), with U acting on the total density so that the spin-up electron also interacts with its own density change, shifts this to h, with

h² = (2t)² + 2(2t)(U/2) = 4t² + 2tU

The self-energy then has one pole, at the antibonding level U/2 + t plus h, with strength

K = (U/2)² (2t/h) = U²t/(2h)

Multiplying out the quasiparticle equation gives

(w − U/2 + t)(w − U/2 − t − h) = K

No root sits on the self-energy pole, because the left side would be 0 there and K > 0. Completing the square gives

w = U/2 + h/2 ± √((t + h/2)² + K)

Here h → 0, but K contains the quotient t/h. Since h² = 2t(2t + U), we have t/h = h/(4t + 2U), and therefore

K = U²h/(8t + 4U) → 0

Both roots tend to U/2.

## What the theorems say about the dimer

The main theorem, `gw_fails_in_atomic_limit`, fixes U > 0 and lets t approach 0 from above, written `𝓝[>] 0`. Its GW part concerns any function `w : ℝ → ℝ` whose value at every t > 0 satisfies `IsGWPole`. The function need not be continuous and may jump between the roots; it still tends to U/2. The other parts give the limits of the exact poles and weights.

`pairBlock` is the two-electron matrix and `exactGreen` its resolvent element. `splitting`, `plasmon` and `gwStrength` are c, h and K. The argument `s` selects the lower branch at −1 and the upper branch at 1. `exactGreen_eq` ties the closed formulas for exact poles and weights to the matrix.

Two further theorems compare the Green's functions at a fixed real frequency away from the limiting poles. The GW one tends to 1/(w − U/2), and the exact one to (1/2)/w + (1/2)/(w − U).

The two-electron matrix and the GW self-energy enter as definitions; the code derives neither from the many-body Hamiltonian or the RPA equations. It treats only the spin-down bonding orbital and a one-shot self-energy built on Hartree levels, without self-consistency or vertex corrections. The limit depends on these choices. On non-interacting levels the self-energy pole lies at t + h, and the lower root tends to 0 instead of U/2. If h is replaced by the unshifted 2t, then K = U²/4 and the roots of the quadratic are the exact poles. Within this two-site model, one-shot GW on Hartree levels therefore loses, as t → 0⁺, the energy difference U between adding the electron to an empty site and adding it to an occupied one.

In Lean 4 with Mathlib:

```lean
import Mathlib

open Filter Topology

namespace OneElectronDimerGW

noncomputable section

/-- The two-electron Hamiltonian of the Hubbard dimer in the basis of the doubly occupied
bonding and the doubly occupied antibonding orbital. -/
def pairBlock (U t : ℝ) : Matrix (Fin 2) (Fin 2) ℝ :=
  !![U / 2 - 2 * t, U / 2; U / 2, U / 2 + 2 * t]

/-- The exact Green's function for adding a spin-down electron to the bonding orbital, when one
spin-up electron of energy `-t` is already there. -/
def exactGreen (U t w : ℝ) : ℝ :=
  ((w - t) • (1 : Matrix (Fin 2) (Fin 2) ℝ) - pairBlock U t)⁻¹ 0 0

/-- The splitting `c = √(U² + 16t²)`. -/
def splitting (U t : ℝ) : ℝ := Real.sqrt (U ^ 2 + 16 * t ^ 2)

/-- The exact addition energy on the lower (`s = -1`) or upper (`s = 1`) branch. -/
def exactPole (U t s : ℝ) : ℝ := t + (U + s * splitting U t) / 2

/-- The spectral weight on the lower (`s = -1`) or upper (`s = 1`) branch. -/
def exactWeight (U t s : ℝ) : ℝ := (1 - s * (4 * t / splitting U t)) / 2

/-- The excitation energy `h = √(4t² + 2tU)` of the screened interaction. -/
def plasmon (U t : ℝ) : ℝ := Real.sqrt (4 * t ^ 2 + 2 * t * U)

/-- The strength `U²t/(2h)` of the pole of the GW self-energy. -/
def gwStrength (U t : ℝ) : ℝ := U ^ 2 * t / (2 * plasmon U t)

/-- The GW self-energy of the empty spin-down bonding orbital. -/
def gwSelfEnergy (U t w : ℝ) : ℝ := gwStrength U t / (w - (U / 2 + t + plasmon U t))

/-- The GW Green's function of the spin-down bonding orbital, whose Hartree energy is
`U/2 - t`. -/
def gwGreen (U t w : ℝ) : ℝ := (w - (U / 2 - t) - gwSelfEnergy U t w)⁻¹

/-- A GW pole is a frequency at which the self-energy is regular and the quasiparticle equation
holds. -/
def IsGWPole (U t w : ℝ) : Prop :=
  w ≠ U / 2 + t + plasmon U t ∧ w = U / 2 - t + gwSelfEnergy U t w

/-- The lower (`s = -1`) or upper (`s = 1`) root of the GW quasiparticle equation. -/
def gwRoot (U t s : ℝ) : ℝ :=
  U / 2 + plasmon U t / 2 + s * Real.sqrt ((t + plasmon U t / 2) ^ 2 + gwStrength U t)

/-- Away from its two poles, the exact Green's function is the sum of two simple poles with the
stated energies and weights. -/
theorem exactGreen_eq {U t w : ℝ} (hU : 0 < U)
    (h₁ : w ≠ exactPole U t (-1)) (h₂ : w ≠ exactPole U t 1) :
    exactGreen U t w = exactWeight U t (-1) / (w - exactPole U t (-1))
      + exactWeight U t 1 / (w - exactPole U t 1) := by
  have hA := sub_ne_zero.mpr h₁
  have hB := sub_ne_zero.mpr h₂
  have hc : splitting U t ^ 2 = U ^ 2 + 16 * t ^ 2 := Real.sq_sqrt (by positivity)
  have hc0 : splitting U t ≠ 0 := (Real.sqrt_pos.mpr (by positivity)).ne'
  have hM : (w - t) • (1 : Matrix (Fin 2) (Fin 2) ℝ) - pairBlock U t =
      !![w - t - (U / 2 - 2 * t), -(U / 2); -(U / 2), w - t - (U / 2 + 2 * t)] := by
    ext i j
    fin_cases i <;> fin_cases j <;> simp [pairBlock]
  -- the determinant factorises over the two poles
  have hD : (w - t - (U / 2 - 2 * t)) * (w - t - (U / 2 + 2 * t)) - -(U / 2) * -(U / 2)
      = (w - exactPole U t (-1)) * (w - exactPole U t 1) := by
    unfold exactPole
    linear_combination hc / 4
  have key : exactWeight U t (-1) * (w - exactPole U t 1)
      + exactWeight U t 1 * (w - exactPole U t (-1)) = w - t - (U / 2 + 2 * t) := by
    have hq : 4 * t / splitting U t * splitting U t = 4 * t := div_mul_cancel₀ _ hc0
    unfold exactWeight exactPole
    linear_combination -hq / 2
  unfold exactGreen
  rw [hM, Matrix.inv_def, Matrix.det_fin_two_of, Matrix.adjugate_fin_two_of,
    Ring.inverse_eq_inv', hD]
  change ((w - exactPole U t (-1)) * (w - exactPole U t 1))⁻¹ * (w - t - (U / 2 + 2 * t)) = _
  rw [div_add_div _ _ hA hB, eq_div_iff (mul_ne_zero hA hB), mul_right_comm,
    inv_mul_cancel₀ (mul_ne_zero hA hB), one_mul]
  linear_combination -key

/-- For `U > 0` and `t > 0`, the GW poles are the solutions of a quadratic equation in the
frequency. -/
theorem isGWPole_iff_quadratic {U t : ℝ} (hU : 0 < U) (ht : 0 < t) (w : ℝ) :
    IsGWPole U t w ↔
      (w - U / 2 + t) * (w - U / 2 - t - plasmon U t) = U ^ 2 * t / (2 * plasmon U t) := by
  change _ ↔ _ = gwStrength U t
  have hp : 0 < plasmon U t := Real.sqrt_pos.mpr (by positivity)
  have hK : 0 < gwStrength U t := by unfold gwStrength; positivity
  constructor
  · rintro ⟨hd, he⟩
    have e : w - U / 2 + t = gwStrength U t / (w - (U / 2 + t + plasmon U t)) := by
      unfold gwSelfEnergy at he
      linarith
    rw [eq_div_iff (sub_ne_zero.mpr hd)] at e
    linear_combination e
  · intro hq
    -- the strength is non-zero, so a root cannot sit on the pole of the self-energy
    have hd : w ≠ U / 2 + t + plasmon U t := by
      intro h
      have h0 : gwStrength U t = 0 := by linear_combination -hq + (w - U / 2 + t) * h
      exact hK.ne' h0
    have e : w - U / 2 + t = gwStrength U t / (w - (U / 2 + t + plasmon U t)) := by
      rw [eq_div_iff (sub_ne_zero.mpr hd)]
      linear_combination hq
    refine ⟨hd, ?_⟩
    unfold gwSelfEnergy
    linarith

/-- For `U > 0` and `t > 0`, the GW poles are exactly the lower and the upper root. -/
theorem isGWPole_iff {U t : ℝ} (hU : 0 < U) (ht : 0 < t) (w : ℝ) :
    IsGWPole U t w ↔ w = gwRoot U t (-1) ∨ w = gwRoot U t 1 := by
  rw [isGWPole_iff_quadratic hU ht]
  change _ = gwStrength U t ↔ _
  have hp : 0 < plasmon U t := Real.sqrt_pos.mpr (by positivity)
  have hK : 0 < gwStrength U t := by unfold gwStrength; positivity
  have hr := Real.sq_sqrt (show 0 ≤ (t + plasmon U t / 2) ^ 2 + gwStrength U t by positivity)
  have hf : (w - gwRoot U t (-1)) * (w - gwRoot U t 1)
      = (w - U / 2 + t) * (w - U / 2 - t - plasmon U t) - gwStrength U t := by
    unfold gwRoot
    linear_combination -hr
  rw [← sub_eq_zero, ← hf, mul_eq_zero, sub_eq_zero, sub_eq_zero]

/-- As the hopping vanishes, the excitation energy of the screened interaction and the strength
of the self-energy pole both tend to zero. -/
theorem screening_tendsto {U : ℝ} (hU : 0 < U) :
    Tendsto (plasmon U) (𝓝[>] 0) (𝓝 0) ∧ Tendsto (gwStrength U) (𝓝[>] 0) (𝓝 0) := by
  have hc : Continuous (plasmon U) := by
    change Continuous (fun t : ℝ => Real.sqrt (4 * t ^ 2 + 2 * t * U))
    fun_prop
  have hp : Tendsto (plasmon U) (𝓝[>] 0) (𝓝 0) := by
    have h := (hc.tendsto 0).mono_left (nhdsWithin_le_nhds (s := Set.Ioi 0))
    have h0 : plasmon U 0 = 0 := by simp [plasmon]
    rwa [h0] at h
  refine ⟨hp, ?_⟩
  have hl : Tendsto (fun t : ℝ => 8 * t + 4 * U) (𝓝[>] 0) (𝓝 (8 * 0 + 4 * U)) :=
    ((tendsto_id.mono_left nhdsWithin_le_nhds).const_mul 8).add tendsto_const_nhds
  have h := (hp.const_mul (U ^ 2)).div hl (ne_of_gt (by linarith))
  rw [mul_zero, zero_div] at h
  refine h.congr' ?_
  filter_upwards [self_mem_nhdsWithin] with t ht
  have ht' : 0 < t := ht
  have hpos : 0 < plasmon U t := Real.sqrt_pos.mpr (by positivity)
  have hsq : plasmon U t ^ 2 = 4 * t ^ 2 + 2 * t * U := Real.sq_sqrt (by positivity)
  -- the quotient t/h is rewritten so that no 0/0 is left in the limit
  change U ^ 2 * plasmon U t / (8 * t + 4 * U) = U ^ 2 * t / (2 * plasmon U t)
  rw [div_eq_div_iff (by positivity) (by positivity)]
  linear_combination 2 * U ^ 2 * hsq

/-- Each GW root tends to `U/2` as the hopping vanishes. -/
theorem gwRoot_tendsto {U : ℝ} (hU : 0 < U) (s : ℝ) :
    Tendsto (fun t => gwRoot U t s) (𝓝[>] 0) (𝓝 (U / 2)) := by
  obtain ⟨hp, hK⟩ := screening_tendsto hU
  have ht : Tendsto (fun t : ℝ => t) (𝓝[>] 0) (𝓝 0) := tendsto_id.mono_left nhdsWithin_le_nhds
  have h := ((tendsto_const_nhds (x := U / 2)).add (hp.div_const 2)).add
    ((((ht.add (hp.div_const 2)).pow 2).add hK).sqrt.const_mul s)
  have e : U / 2 + 0 / 2 + s * Real.sqrt ((0 + 0 / 2) ^ 2 + 0) = U / 2 := by simp
  rw [e] at h
  exact h

/-- As the hopping vanishes at fixed `U > 0`, the exact pole on branch `s` tends to `(U + sU)/2` and
its weight tends to one half. -/
theorem exact_tendsto {U : ℝ} (hU : 0 < U) (s : ℝ) :
    Tendsto (fun t => exactPole U t s) (𝓝[>] 0) (𝓝 ((U + s * U) / 2)) ∧
      Tendsto (fun t => exactWeight U t s) (𝓝[>] 0) (𝓝 (1 / 2)) := by
  have ht : Tendsto (fun t : ℝ => t) (𝓝[>] 0) (𝓝 0) := tendsto_id.mono_left nhdsWithin_le_nhds
  have hc : Tendsto (splitting U) (𝓝[>] 0) (𝓝 U) := by
    have h := ((tendsto_const_nhds (x := U ^ 2)).add ((ht.pow 2).const_mul 16)).sqrt
    have e : Real.sqrt (U ^ 2 + 16 * 0 ^ 2) = U := by simp [Real.sqrt_sq hU.le]
    rw [e] at h
    exact h
  constructor
  · have h := ht.add (((tendsto_const_nhds (x := U)).add (hc.const_mul s)).div_const 2)
    rw [zero_add] at h
    exact h
  · have h := ((tendsto_const_nhds (x := (1 : ℝ))).sub
      (((ht.const_mul 4).div hc hU.ne').const_mul s)).div_const 2
    have e : (1 - s * (4 * 0 / U)) / 2 = 1 / 2 := by simp
    rw [e] at h
    exact h

/-- As the hopping vanishes at fixed `U > 0`, every family of GW poles tends to `U/2`, while the
exact poles tend to `0` and `U`, each with weight one half. -/
theorem gw_fails_in_atomic_limit {U : ℝ} (hU : 0 < U) :
    (∀ w : ℝ → ℝ, (∀ t > 0, IsGWPole U t (w t)) → Tendsto w (𝓝[>] 0) (𝓝 (U / 2))) ∧
    (Tendsto (fun t => exactPole U t (-1)) (𝓝[>] 0) (𝓝 0) ∧
      Tendsto (fun t => exactWeight U t (-1)) (𝓝[>] 0) (𝓝 (1 / 2))) ∧
    (Tendsto (fun t => exactPole U t 1) (𝓝[>] 0) (𝓝 U) ∧
      Tendsto (fun t => exactWeight U t 1) (𝓝[>] 0) (𝓝 (1 / 2))) := by
  have e₁ : (U + -1 * U) / 2 = 0 := by ring
  have e₂ : (U + 1 * U) / 2 = U := by ring
  have h₁ := exact_tendsto hU (-1)
  have h₂ := exact_tendsto hU 1
  rw [e₁] at h₁
  rw [e₂] at h₂
  refine ⟨fun w hw => ?_, h₁, h₂⟩
  -- any choice of poles is squeezed between the two roots
  have hb : ∀ t > 0, gwRoot U t (-1) ≤ w t ∧ w t ≤ gwRoot U t 1 := by
    intro t ht
    have hle : gwRoot U t (-1) ≤ gwRoot U t 1 := by
      unfold gwRoot
      linarith [Real.sqrt_nonneg ((t + plasmon U t / 2) ^ 2 + gwStrength U t)]
    rcases (isGWPole_iff hU ht (w t)).mp (hw t ht) with h | h
    · exact ⟨h.ge, h.le.trans hle⟩
    · exact ⟨hle.trans h.ge, h.le⟩
  refine tendsto_of_tendsto_of_tendsto_of_le_of_le' (gwRoot_tendsto hU (-1))
    (gwRoot_tendsto hU 1) ?_ ?_
  · filter_upwards [self_mem_nhdsWithin] with t ht using (hb t ht).1
  · filter_upwards [self_mem_nhdsWithin] with t ht using (hb t ht).2

/-- At a fixed frequency `w` different from `U/2`, the GW Green's function tends to
`1/(w - U/2)` as the hopping vanishes. -/
theorem gwGreen_tendsto {U w : ℝ} (hU : 0 < U) (hw : w ≠ U / 2) :
    Tendsto (fun t => gwGreen U t w) (𝓝[>] 0) (𝓝 (w - U / 2)⁻¹) := by
  obtain ⟨hp, hK⟩ := screening_tendsto hU
  have ht : Tendsto (fun t : ℝ => t) (𝓝[>] 0) (𝓝 0) := tendsto_id.mono_left nhdsWithin_le_nhds
  have hd := (tendsto_const_nhds (x := w)).sub
    (((tendsto_const_nhds (x := U / 2)).add ht).add hp)
  rw [add_zero, add_zero] at hd
  have hS := hK.div hd (sub_ne_zero.mpr hw)
  rw [zero_div] at hS
  have h := ((tendsto_const_nhds (x := w)).sub
    ((tendsto_const_nhds (x := U / 2)).sub ht)).sub hS
  rw [sub_zero, sub_zero] at h
  exact h.inv₀ (sub_ne_zero.mpr hw)

/-- At a fixed frequency `w` different from `0` and `U`, the exact Green's function tends to
`(1/2)/w + (1/2)/(w - U)` as the hopping vanishes. -/
theorem exactGreen_tendsto {U w : ℝ} (hU : 0 < U) (h0 : w ≠ 0) (hw : w ≠ U) :
    Tendsto (fun t => exactGreen U t w) (𝓝[>] 0) (𝓝 (1 / 2 / w + 1 / 2 / (w - U))) := by
  obtain ⟨-, ⟨p₁, z₁⟩, p₂, z₂⟩ := gw_fails_in_atomic_limit hU
  have d₁ := (tendsto_const_nhds (x := w)).sub p₁
  rw [sub_zero] at d₁
  have d₂ := (tendsto_const_nhds (x := w)).sub p₂
  refine ((z₁.div d₁ h0).add (z₂.div d₂ (sub_ne_zero.mpr hw))).congr' ?_
  -- close to the limit, w is not a pole and the two-pole form applies
  filter_upwards [p₁.eventually (isOpen_ne.mem_nhds h0.symm),
    p₂.eventually (isOpen_ne.mem_nhds hw.symm)] with t a b
  exact (exactGreen_eq hU (Ne.symm a) (Ne.symm b)).symm

end

end OneElectronDimerGW
```

```lean
#print axioms OneElectronDimerGW.gw_fails_in_atomic_limit
#print axioms OneElectronDimerGW.gwGreen_tendsto
#print axioms OneElectronDimerGW.exactGreen_tendsto
```

```
'OneElectronDimerGW.gw_fails_in_atomic_limit' depends on axioms: [propext, Classical.choice, Quot.sound]
'OneElectronDimerGW.gwGreen_tendsto' depends on axioms: [propext, Classical.choice, Quot.sound]
'OneElectronDimerGW.exactGreen_tendsto' depends on axioms: [propext, Classical.choice, Quot.sound]
```

## From the resolvent to the squeeze

`exactGreen_eq` writes the 2×2 inverse as adjugate over determinant. The step `hD` factorises the determinant using c² = U² + 16t², and `key` matches the numerator to the two weights. In both steps, `linear_combination` checks that the claimed equation is a combination of known ones.

`isGWPole_iff_quadratic` multiplies out the quasiparticle equation and, in the reverse direction, uses K > 0 to keep a root off the self-energy pole. `isGWPole_iff` factorises the quadratic, so the GW poles are exactly the two values of `gwRoot`.

`screening_tendsto` obtains h → 0 from continuity and K → 0 from the rewritten quotient. `gwRoot_tendsto` passes these limits through the square root, and `exact_tendsto` does the same for the exact quantities. In the main theorem, `hb` places any chosen pole between the lower and upper roots, and the squeeze theorem finishes the GW part.

`gwGreen_tendsto` follows from the vanishing self-energy. For `exactGreen_tendsto`, the fixed frequency is eventually not an exact pole, so the two-pole formula applies near the limit.

## The same roots in a GW code

A one-shot GW code that diagonalises the RPA problem can obtain h and the pole strength K, and then solve the quasiparticle equation without linearising it. For this single-pole self-energy, both solutions are also the eigenvalues of the symmetric matrix with diagonal entries U/2 − t and U/2 + t + h and off-diagonal entry √K. Diagonalising it returns both roots, whereas a Newton search returns one root per successful run.

A numerical scan needs very small hopping to show the merger, since the distance between the roots shrinks only as t^(1/4). At t = U/1000, the root formula still gives about 0.414U and 0.631U.
